# The phase exp(−iπN/2) cancels the unphysical states in the trace of a two-site Heisenberg model

## Sites, spins and the phase operator

Each of two sites has four states: empty, up, down and double, with $0,1,1,2$ fermions. We set $\hbar=1$. The spin matrices $S_x,S_y,S_z$ are the usual spin-1/2 matrices on up and down, and they vanish on empty and double. Let $p$ be the projector on up and down, and let

$$\Pi=p\otimes p,\qquad K=\mathbf S_1\cdot\mathbf S_2=\sum_{a}S_a\otimes S_a,\qquad H=JK .$$

Of the sixteen basis states, the four in the range of $\Pi$ are physical and the other twelve are unphysical. The number $J$ is the exchange coupling, and a positive $\beta$ is the inverse temperature, with Boltzmann's constant set to one. With $N$ the total fermion number and $F=e^{-i\pi N/2}$, the claim is that, for all complex $\beta$ and $J$,

$$\operatorname{tr}(e^{-\beta H}F)=-(3e^{-\beta J/4}+e^{3\beta J/4}).$$

Up to the sign, this is the partition function of two coupled spins, although the trace runs over all sixteen states. A path integral with up and down fermions on each site sums over such an enlarged space unless a constraint is imposed; in this two-site model, for real $\beta\neq0$, the phase acts as an imaginary chemical potential $\mu=-i\pi/(2\beta)$ that removes the surplus.

## Triplet, singlet and the cancellation

On one site $S_a^2=p/4$, and for $a\ne b$ the product $S_aS_b$ is $\pm\tfrac i2S_c$, with $c$ the third component. In $K^2$ the three equal-component terms give $\tfrac3{16}\Pi$. Each of the six mixed terms gives $(\pm\tfrac i2)^2S_c\otimes S_c$, and each $c$ occurs twice, so

$$K^2=\tfrac3{16}\Pi-\tfrac12K .$$

Put $T=\tfrac34\Pi+K$ and $S=\tfrac14\Pi-K$. Since $\Pi K=K\Pi=K$,

$$\begin{aligned}
T^2&=\tfrac9{16}\Pi+\tfrac32K+K^2=T,\\
S^2&=\tfrac1{16}\Pi-\tfrac12K+K^2=S,\\
TS&=ST=\tfrac3{16}\Pi-\tfrac12K-K^2=0 .
\end{aligned}$$

These are the triplet and singlet projectors, and $K=\tfrac14T-\tfrac34S$.

For a projector $P$, all positive powers of $aP$ are $a^kP$, so the exponential series gives $e^{aP}=1+(e^a-1)P$. Write $x=e^{-\beta J/4}$ and $y=e^{3\beta J/4}$. As $T$ and $S$ commute and $TS=0$,

$$e^{-\beta H}=(1+(x-1)T)(1+(y-1)S)=1+(x-1)T+(y-1)S .$$

The phase factorises as $F=f\otimes f$ with $f=\operatorname{diag}(1,-i,-i,-1)$. On one site $\operatorname{tr}f=\operatorname{tr}(pf)=-2i$, because empty and double contribute $1-1=0$, and $\operatorname{tr}(S_af)=0$. Hence

$$\operatorname{tr}F=\operatorname{tr}(\Pi F)=(-2i)^2=-4,\qquad \operatorname{tr}(KF)=0,$$

so $\operatorname{tr}(TF)=-3$ and $\operatorname{tr}(SF)=-1$. The full trace is $-4-3(x-1)-(y-1)=-(3x+y)$.

The unphysical part is $(1-\Pi)e^{-\beta H}=1-\Pi$, whose trace against $F$ is $-4+4=0$. Each unphysical state does contribute, but the twelve contributions add up to zero.

## The model in Lean

```lean
import Mathlib

open Matrix
open Complex (I)
open scoped Kronecker

noncomputable section

namespace TwoSiteFermionicSpinTrace
```

Operators are complex matrices. The index set `Fin 4` lists the site states in the order above, and pairs of indices label the two-site states.

```lean
/-- Operators on one site, in the basis empty, up, down, double. -/
abbrev SiteOp := Matrix (Fin 4) (Fin 4) ℂ

/-- Operators on the two-site space. -/
abbrev PairOp := Matrix (Fin 4 × Fin 4) (Fin 4 × Fin 4) ℂ
```

The next definitions are $S_x,S_y,S_z$, then $p$ and the occupations.

```lean
/-- The x component of the spin on one site. -/
def Sx : SiteOp := !![0, 0, 0, 0; 0, 0, 1/2, 0; 0, 1/2, 0, 0; 0, 0, 0, 0]

/-- The y component of the spin on one site. -/
def Sy : SiteOp := !![0, 0, 0, 0; 0, 0, -(I/2), 0; 0, I/2, 0, 0; 0, 0, 0, 0]

/-- The z component of the spin on one site. -/
def Sz : SiteOp := !![0, 0, 0, 0; 0, 1/2, 0, 0; 0, 0, -(1/2), 0; 0, 0, 0, 0]

/-- The projector on the singly occupied states of one site. -/
def single : SiteOp := !![0, 0, 0, 0; 0, 1, 0, 0; 0, 0, 1, 0; 0, 0, 0, 0]

/-- The number of fermions in each of the four site states. -/
def occ : Fin 4 → ℂ := ![0, 1, 1, 2]
```

The Kronecker product `⊗ₖ` places one operator on each site. Creation and annihilation operators do not appear. The spins and the number operator are even in the fermions of each site, so they need no exchange signs between sites.

```lean
/-- The projector on the physical states, with one fermion on each site. -/
def physical : PairOp := single ⊗ₖ single

/-- The scalar product S1.S2 of the two spins. -/
def exchange : PairOp := Sx ⊗ₖ Sx + Sy ⊗ₖ Sy + Sz ⊗ₖ Sz

/-- The Heisenberg Hamiltonian H = J S1.S2. -/
def heisenberg (J : ℂ) : PairOp := J • exchange

/-- The total fermion number N. -/
def totalNumber : PairOp := diagonal fun c => occ c.1 + occ c.2
```

`NormedSpace.exp` is the matrix exponential, so the phase is defined from $N$ and its diagonal form has to be proved.

```lean
/-- The phase operator exp(-i pi N/2). -/
def fermionPhase : PairOp := NormedSpace.exp ((-(I * Real.pi / 2)) • totalNumber)
```

The operators $T$ and $S$ are introduced by their formulas; that they are projectors is proved later.

```lean
/-- The triplet operator 3/4 + S1.S2 on the physical states. -/
def triplet : PairOp := (3/4 : ℂ) • physical + exchange

/-- The singlet operator 1/4 - S1.S2 on the physical states. -/
def singlet : PairOp := (1/4 : ℂ) • physical - exchange
```

## Spin algebra and the Boltzmann operator

The nine products on one site are checked entry by entry.

```lean
/-- Products of spin components on one site: squares are 1/4 on singly occupied states,
and different components multiply to plus or minus i/2 times the third. -/
theorem spin_products :
    Sx * Sx = (1/4 : ℂ) • single ∧ Sy * Sy = (1/4 : ℂ) • single ∧
    Sz * Sz = (1/4 : ℂ) • single ∧
    Sx * Sy = (I/2) • Sz ∧ Sy * Sx = (-(I/2)) • Sz ∧
    Sy * Sz = (I/2) • Sx ∧ Sz * Sy = (-(I/2)) • Sx ∧
    Sz * Sx = (I/2) • Sy ∧ Sx * Sz = (-(I/2)) • Sy := by
  refine ⟨?_, ?_, ?_, ?_, ?_, ?_, ?_, ?_, ?_⟩ <;> ext i j <;> fin_cases i <;> fin_cases j <;>
    simp [Sx, Sy, Sz, single, Matrix.mul_apply, Fin.sum_univ_four, Complex.ext_iff] <;> norm_num
```

The two-site algebra follows from $(A\otimes B)(C\otimes D)=AC\otimes BD$, which is `Matrix.mul_kronecker_mul`. In the last part, `h1` and `h2` supply $(\pm\tfrac i2)^2=-\tfrac14$, and `module` collects the coefficients of $\Pi$ and the $S_c\otimes S_c$.

```lean
/-- S1.S2 lives on the physical states, and there its square is 3/16 - (1/2) S1.S2. -/
theorem exchange_algebra :
    physical * physical = physical ∧ physical * exchange = exchange ∧
    exchange * physical = exchange ∧
    exchange * exchange = (3/16 : ℂ) • physical - (1/2 : ℂ) • exchange := by
  have site : single * single = single ∧ single * Sx = Sx ∧ single * Sy = Sy ∧
      single * Sz = Sz ∧ Sx * single = Sx ∧ Sy * single = Sy ∧ Sz * single = Sz := by
    refine ⟨?_, ?_, ?_, ?_, ?_, ?_, ?_⟩ <;> ext i j <;> fin_cases i <;> fin_cases j <;>
      simp [Sx, Sy, Sz, single, Matrix.mul_apply, Fin.sum_univ_four]
  obtain ⟨pp, px, py, pz, xp, yp, zp⟩ := site
  obtain ⟨xx, yy, zz, xy, yx, yz, zy, zx, xz⟩ := spin_products
  have h1 : I/2 * (I/2) = -(1/4) := by linear_combination (1/4) * Complex.I_mul_I
  have h2 : -(I/2) * -(I/2) = -(1/4) := by linear_combination (1/4) * Complex.I_mul_I
  refine ⟨?_, ?_, ?_, ?_⟩
  · simp only [physical, ← Matrix.mul_kronecker_mul, pp]
  · simp only [physical, exchange, mul_add, ← Matrix.mul_kronecker_mul, px, py, pz]
  · simp only [physical, exchange, add_mul, ← Matrix.mul_kronecker_mul, xp, yp, zp]
  · simp only [physical, exchange, add_mul, mul_add, ← Matrix.mul_kronecker_mul, xx, yy, zz,
      xy, yx, yz, zy, zx, xz, Matrix.smul_kronecker, Matrix.kronecker_smul, smul_smul, h1, h2]
    module
```

The exponential of a projector is obtained for a matrix of any finite size. The series is split into the scalar series times $P$ (`hs`) and the term $1-P$, which occurs only at order zero (`h0`).

```lean
/-- The exponential of a multiple of a projector P is 1 + (exp a - 1) P. -/
theorem exp_smul_projector {n : Type*} [Fintype n] [DecidableEq n] (P : Matrix n n ℂ)
    (hP : P * P = P) (a : ℂ) :
    NormedSpace.exp (a • P) = 1 + (Complex.exp a - 1) • P := by
  have hpow : ∀ k : ℕ, (a • P) ^ (k + 1) = a ^ (k + 1) • P := by
    intro k
    induction k with
    | zero => simp
    | succ k ih => rw [pow_succ, ih, smul_mul_smul_comm, hP, ← pow_succ]
  have hs : HasSum (fun k : ℕ => (a ^ k / (k.factorial : ℂ)) • P) (Complex.exp a • P) := by
    have h := NormedSpace.expSeries_div_hasSum_exp a
    rw [← Complex.exp_eq_exp_ℂ] at h
    exact h.smul_const P
  -- only the zeroth term of the series sees the complement of P
  have h0 : HasSum (fun k : ℕ => if k = 0 then 1 - P else 0) (1 - P) := hasSum_ite_eq 0 (1 - P)
  have e : (fun k : ℕ => ((k.factorial : ℂ)⁻¹) • (a • P) ^ k)
      = fun k : ℕ => (a ^ k / (k.factorial : ℂ)) • P + if k = 0 then 1 - P else 0 := by
    funext k
    cases k with
    | zero => simp
    | succ k =>
      rw [hpow, smul_smul, if_neg (by omega : ¬ k + 1 = 0), add_zero, div_eq_inv_mul]
  have hsum : HasSum (fun k : ℕ => ((k.factorial : ℂ)⁻¹) • (a • P) ^ k)
      (Complex.exp a • P + (1 - P)) := by
    rw [e]
    exact hs.add h0
  rw [NormedSpace.exp_eq_tsum ℂ]
  exact hsum.tsum_eq.trans
    (show Complex.exp a • P + (1 - P) = 1 + (Complex.exp a - 1) • P by module)
```

Now `hT`, `hS`, `hTS` and `hST` are the four products computed by hand, and `split` is $-\beta H=-\tfrac{\beta J}4T+\tfrac{3\beta J}4S$. Because $T$ and $S$ commute, the exponential of the sum is a product, whose cross term vanishes.

```lean
/-- The Boltzmann operator exp(-beta H) in closed form: 1 + (exp(-beta J/4) - 1) T + (exp(3 beta
J/4) - 1) S, with T the triplet operator and S the singlet operator. -/
theorem boltzmann_eq (β J : ℂ) :
    NormedSpace.exp ((-β) • heisenberg J) = 1 + (Complex.exp (-(β * J / 4)) - 1) • triplet
      + (Complex.exp (3 * β * J / 4) - 1) • singlet := by
  obtain ⟨pp, pk, kp, kk⟩ := exchange_algebra
  have hT : triplet * triplet = triplet := by
    simp only [triplet, add_mul, mul_add, smul_mul_assoc, mul_smul_comm, pp, pk, kp, kk]
    module
  have hS : singlet * singlet = singlet := by
    simp only [singlet, sub_mul, mul_sub, smul_mul_assoc, mul_smul_comm, pp, pk, kp, kk]
    module
  have hTS : triplet * singlet = 0 := by
    simp only [triplet, singlet, add_mul, mul_sub, smul_mul_assoc, mul_smul_comm, pp, pk, kp, kk]
    module
  have hST : singlet * triplet = 0 := by
    simp only [triplet, singlet, sub_mul, mul_add, smul_mul_assoc, mul_smul_comm, pp, pk, kp, kk]
    module
  have split : (-β) • heisenberg J
      = (-(β * J / 4)) • triplet + (3 * β * J / 4) • singlet := by
    simp only [heisenberg, triplet, singlet]
    module
  have comm : Commute triplet singlet := hTS.trans hST.symm
  rw [split, Matrix.exp_add_of_commute _ _ ((comm.smul_left _).smul_right _),
    exp_smul_projector _ hT, exp_smul_projector _ hS]
  simp only [add_mul, mul_add, one_mul, mul_one, smul_mul_assoc, mul_smul_comm, hTS, smul_zero,
    add_zero]
```

## Traces with and without the phase

In the next proof `site` gives the entries of $f$, and `hF` is the factorisation $F=f\otimes f$. The remaining steps are the one-site traces and their products.

```lean
/-- The traces of exp(-i pi N/2) over all states, over the physical states, and against S1.S2
are -4, -4 and 0. -/
theorem phase_traces : trace fermionPhase = -4 ∧ trace (physical * fermionPhase) = -4 ∧
    trace (exchange * fermionPhase) = 0 := by
  have h : Complex.exp (-(I * Real.pi / 2)) = -I := by
    rw [show -(I * Real.pi / 2) = ((-(Real.pi / 2) : ℝ) : ℂ) * I by push_cast; ring,
      Complex.exp_mul_I, ← Complex.ofReal_cos, ← Complex.ofReal_sin, Real.cos_neg, Real.sin_neg,
      Real.cos_pi_div_two, Real.sin_pi_div_two]
    simp
  have site : ∀ a, Complex.exp (-(I * Real.pi / 2) * occ a) = (![1, -I, -I, -1] : Fin 4 → ℂ) a := by
    intro a
    fin_cases a
    · change Complex.exp (-(I * Real.pi / 2) * 0) = 1
      simp
    · change Complex.exp (-(I * Real.pi / 2) * 1) = -I
      rw [mul_one, h]
    · change Complex.exp (-(I * Real.pi / 2) * 1) = -I
      rw [mul_one, h]
    · change Complex.exp (-(I * Real.pi / 2) * 2) = -1
      rw [mul_two, Complex.exp_add, h, neg_mul_neg, Complex.I_mul_I]
  -- the phase operator factorises over the two sites
  have hF : fermionPhase = diagonal ![1, -I, -I, -1] ⊗ₖ diagonal ![1, -I, -I, -1] := by
    rw [fermionPhase, totalNumber, ← Matrix.diagonal_smul, Matrix.exp_diagonal,
      Matrix.diagonal_kronecker_diagonal]
    congr 1
    funext c
    rw [Pi.coe_exp, ← Complex.exp_eq_exp_ℂ, Pi.smul_apply, smul_eq_mul, mul_add,
      Complex.exp_add, site, site]
  have t1 : trace (diagonal ![1, -I, -I, -1] : SiteOp) = -2 * I := by
    simp only [Matrix.trace_diagonal, Fin.sum_univ_four]
    change 1 + -I + -I + -1 = -2 * I
    ring
  have tp : trace (single * diagonal ![1, -I, -I, -1]) = -2 * I := by
    simp only [Matrix.trace, Matrix.diag_apply, Matrix.mul_diagonal, Fin.sum_univ_four]
    change (0 : ℂ) * 1 + 1 * -I + 1 * -I + 0 * -1 = -2 * I
    ring
  have tx : trace (Sx * diagonal ![1, -I, -I, -1]) = 0 := by
    simp only [Matrix.trace, Matrix.diag_apply, Matrix.mul_diagonal, Fin.sum_univ_four]
    change (0 : ℂ) * 1 + 0 * -I + 0 * -I + 0 * -1 = 0
    ring
  have ty : trace (Sy * diagonal ![1, -I, -I, -1]) = 0 := by
    simp only [Matrix.trace, Matrix.diag_apply, Matrix.mul_diagonal, Fin.sum_univ_four]
    change (0 : ℂ) * 1 + 0 * -I + 0 * -I + 0 * -1 = 0
    ring
  have tz : trace (Sz * diagonal ![1, -I, -I, -1]) = 0 := by
    simp only [Matrix.trace, Matrix.diag_apply, Matrix.mul_diagonal, Fin.sum_univ_four]
    change (0 : ℂ) * 1 + 1/2 * -I + -(1/2) * -I + 0 * -1 = 0
    ring
  rw [hF]
  refine ⟨?_, ?_, ?_⟩
  · rw [Matrix.trace_kronecker, t1]
    linear_combination 4 * Complex.I_mul_I
  · rw [physical, ← Matrix.mul_kronecker_mul, Matrix.trace_kronecker, tp]
    linear_combination 4 * Complex.I_mul_I
  · simp only [exchange, add_mul, ← Matrix.mul_kronecker_mul, Matrix.trace_add,
      Matrix.trace_kronecker, tx, ty, tz, mul_zero, add_zero]
```

The main theorem inserts the closed form of $e^{-\beta H}$ and these three traces. Its parameters are complex, which includes the real case, and no condition is placed on them. It concerns two sites and a Hamiltonian that vanishes on unphysical states; no path integral is constructed.

```lean
/-- The trace of exp(-beta H) exp(-i pi N/2) over all sixteen states is
-(3 exp(-beta J/4) + exp(3 beta J/4)). -/
theorem trace_boltzmann_phase (β J : ℂ) :
    trace (NormedSpace.exp ((-β) • heisenberg J) * fermionPhase)
      = -(3 * Complex.exp (-(β * J / 4)) + Complex.exp (3 * β * J / 4)) := by
  obtain ⟨f1, fp, fk⟩ := phase_traces
  rw [boltzmann_eq]
  simp only [triplet, singlet, add_mul, sub_mul, one_mul, smul_mul_assoc, Matrix.trace_add,
    Matrix.trace_sub, Matrix.trace_smul, smul_eq_mul, f1, fp, fk]
  ring
```

The cancellation itself is stated with the projector $1-\Pi$ in front.

```lean
/-- The states with an empty or doubly occupied site contribute zero in total to the trace of
exp(-beta H) exp(-i pi N/2). -/
theorem unphysical_trace_eq_zero (β J : ℂ) :
    trace ((1 - physical) * NormedSpace.exp ((-β) • heisenberg J) * fermionPhase) = 0 := by
  obtain ⟨pp, pk, -, -⟩ := exchange_algebra
  obtain ⟨f1, fp, fk⟩ := phase_traces
  rw [boltzmann_eq]
  simp only [triplet, singlet, add_mul, sub_mul, mul_add, mul_sub, one_mul, mul_one,
    smul_mul_assoc, mul_smul_comm, pp, pk, Matrix.trace_add, Matrix.trace_sub,
    Matrix.trace_smul, smul_eq_mul, f1, fp, fk]
  ring
```

Without the phase, $\operatorname{tr}1=16$, $\operatorname{tr}\Pi=4$ and $\operatorname{tr}K=0$. The physical trace is therefore $4+3(x-1)+(y-1)=3x+y$, and each of the twelve unphysical states adds 1 to the full trace.

```lean
/-- Without the phase, the trace of exp(-beta H) over the physical states is
3 exp(-beta J/4) + exp(3 beta J/4), and the trace over all states is larger by 12. -/
theorem trace_without_phase (β J : ℂ) :
    trace (physical * NormedSpace.exp ((-β) • heisenberg J))
      = 3 * Complex.exp (-(β * J / 4)) + Complex.exp (3 * β * J / 4) ∧
    trace (NormedSpace.exp ((-β) • heisenberg J))
      = 12 + (3 * Complex.exp (-(β * J / 4)) + Complex.exp (3 * β * J / 4)) := by
  obtain ⟨pp, pk, -, -⟩ := exchange_algebra
  have t1 : trace (1 : PairOp) = 16 := by
    rw [Matrix.trace_one]
    norm_num [Fintype.card_prod]
  have tp : trace physical = 4 := by
    have ts : trace single = 2 := by
      simp only [Matrix.trace, Matrix.diag_apply, Fin.sum_univ_four]
      change (0 : ℂ) + 1 + 1 + 0 = 2
      norm_num
    rw [physical, Matrix.trace_kronecker, ts]
    norm_num
  have tk : trace exchange = 0 := by
    simp only [exchange, Matrix.trace_add, Matrix.trace_kronecker]
    simp [Sx, Sy, Sz, Matrix.trace, Fin.sum_univ_four]
  rw [boltzmann_eq]
  constructor <;>
  · simp only [triplet, singlet, mul_add, mul_sub, mul_one, mul_smul_comm, pp, pk,
      Matrix.trace_add, Matrix.trace_sub, Matrix.trace_smul, smul_eq_mul, t1, tp, tk]
    ring
```

For the spin correlation, $KT=\tfrac14T$ and $KS=-\tfrac34S$ give $Ke^{-\beta H}=\tfrac x4T-\tfrac{3y}4S$, with trace $-\tfrac34(x-y)$ against $F$. For real $\beta$ and $J$, dividing by the main trace gives the normalised thermal value $\langle\mathbf S_1\cdot\mathbf S_2\rangle=\tfrac34(x-y)/(3x+y)$, in which the common sign has dropped out. The Lean proof expands the same product in terms of $\Pi$ and $K$.

```lean
/-- The trace of S1.S2 exp(-beta H) exp(-i pi N/2) is
-(3/4) (exp(-beta J/4) - exp(3 beta J/4)). -/
theorem trace_exchange_phase (β J : ℂ) :
    trace (exchange * NormedSpace.exp ((-β) • heisenberg J) * fermionPhase)
      = -(3/4) * (Complex.exp (-(β * J / 4)) - Complex.exp (3 * β * J / 4)) := by
  obtain ⟨-, -, kp, kk⟩ := exchange_algebra
  obtain ⟨-, fp, fk⟩ := phase_traces
  rw [boltzmann_eq]
  simp only [triplet, singlet, add_mul, sub_mul, mul_add, mul_sub, mul_one,
    smul_mul_assoc, mul_smul_comm, kp, kk, Matrix.trace_add, Matrix.trace_sub,
    Matrix.trace_smul, smul_eq_mul, fp, fk]
  ring

end TwoSiteFermionicSpinTrace
```

```lean
#print axioms TwoSiteFermionicSpinTrace.trace_boltzmann_phase
-- 'TwoSiteFermionicSpinTrace.trace_boltzmann_phase' depends on axioms: [propext, Classical.choice, Quot.sound]
#print axioms TwoSiteFermionicSpinTrace.unphysical_trace_eq_zero
-- 'TwoSiteFermionicSpinTrace.unphysical_trace_eq_zero' depends on axioms: [propext, Classical.choice, Quot.sound]
#print axioms TwoSiteFermionicSpinTrace.trace_without_phase
-- 'TwoSiteFermionicSpinTrace.trace_without_phase' depends on axioms: [propext, Classical.choice, Quot.sound]
#print axioms TwoSiteFermionicSpinTrace.trace_exchange_phase
-- 'TwoSiteFermionicSpinTrace.trace_exchange_phase' depends on axioms: [propext, Classical.choice, Quot.sound]
```
